# On a connected graph with positive couplings, the exchange energy reaches minus the total coupling exactly on permutation-symmetric states

In a spin-½ Heisenberg ferromagnet, each bond has its lowest energy when the joint state is symmetric under exchange of its two ends, which raises the question whether all bonds can be satisfied at once, and by which states. For $H=-\sum_e J_eP_e$ on a finite connected graph, where $P_e$ swaps the local states at the ends of edge $e$ and every $J_e>0$, a normalised state has energy at least $-\sum_e J_e$, with equality exactly when every permutation of the sites leaves its state vector unchanged, without even a change of sign or phase.

In Lean 4 with Mathlib:

```lean
import Mathlib

open scoped ComplexConjugate

namespace ExchangeHamiltonian

noncomputable section

variable {V D : Type*} [Fintype V] [DecidableEq V] [Fintype D]

/-- A state of the sites `V` with local basis `D`: one complex amplitude per configuration. -/
abbrev State (V D : Type*) := (V → D) → ℂ

/-- The operator that permutes the sites by relabelling configurations. -/
def permOp (σ : Equiv.Perm V) : State V D →ₗ[ℂ] State V D where
  toFun ψ := fun c => ψ (c ∘ σ)
  map_add' _ _ := rfl
  map_smul' _ _ := rfl

/-- The exchange operator of an edge, which swaps the local states at its two ends. -/
def exchange (e : Sym2 V) : State V D →ₗ[ℂ] State V D :=
  Sym2.lift ⟨fun i j => permOp (Equiv.swap i j),
    fun i j => congrArg permOp (Equiv.swap_comm i j)⟩ e

/-- The exchange Hamiltonian: minus the sum of `J e` times the exchange operator over the edges. -/
def hamiltonian (G : SimpleGraph V) [DecidableRel G.Adj] (J : Sym2 V → ℝ) :
    State V D →ₗ[ℂ] State V D :=
  -∑ e ∈ G.edgeFinset, (J e : ℂ) • exchange e

/-- The sum of the couplings over all edges. -/
def totalCoupling (G : SimpleGraph V) [DecidableRel G.Adj] (J : Sym2 V → ℝ) : ℝ :=
  ∑ e ∈ G.edgeFinset, J e

/-- The inner product of two states. -/
def overlap (φ ψ : State V D) : ℂ := ∑ c, conj (φ c) * ψ c

/-- The squared norm of a state. -/
def weight (ψ : State V D) : ℝ := ∑ c, ‖ψ c‖ ^ 2

/-- A state is permutation symmetric if every permutation of the sites leaves it unchanged. -/
def IsSymmetric (ψ : State V D) : Prop := ∀ σ : Equiv.Perm V, permOp σ ψ = ψ

/-- The state with the same one-site orbital `φ` on every site. -/
def productState (φ : D → ℂ) : State V D := fun c => ∏ v, φ (c v)

/-- The inner product of a state with itself is its squared norm. -/
theorem overlap_self (ψ : State V D) : overlap ψ ψ = (weight ψ : ℂ) := by
  simp [overlap, weight, Complex.conj_mul']

/-- The expectation value of an exchange operator falls short of the squared norm by half
the squared norm of the change that the exchange makes. -/
theorem overlap_exchange (ψ : State V D) (e : Sym2 V) :
    overlap ψ (exchange e ψ) =
      ((weight ψ - 1 / 2 * weight (ψ - exchange e ψ) : ℝ) : ℂ) := by
  induction e using Sym2.ind with
  | _ i j =>
    have hinv : Function.Involutive (fun c : V → D => c ∘ Equiv.swap i j) := by
      intro c
      funext x
      simp
    -- relabelling the configurations does not change a sum over all of them
    have hsum : ∀ f : (V → D) → ℂ, ∑ c, f (c ∘ Equiv.swap i j) = ∑ c, f c :=
      fun f => Equiv.sum_comp hinv.toPerm f
    have h1 := hsum (fun c => conj (ψ c) * ψ c)
    have h2 : ∑ c, conj (ψ (c ∘ Equiv.swap i j)) * ψ c =
        ∑ c, conj (ψ c) * ψ (c ∘ Equiv.swap i j) := by
      rw [← hsum (fun c => conj (ψ c) * ψ (c ∘ Equiv.swap i j))]
      refine Finset.sum_congr rfl fun c _ => ?_
      have hc : (c ∘ Equiv.swap i j) ∘ Equiv.swap i j = c := hinv c
      simp only [hc]
    have h3 : (weight (ψ - exchange s(i, j) ψ) : ℂ) =
        ∑ c, conj (ψ c) * ψ c - ∑ c, conj (ψ c) * ψ (c ∘ Equiv.swap i j)
        - ∑ c, conj (ψ (c ∘ Equiv.swap i j)) * ψ c
        + ∑ c, conj (ψ (c ∘ Equiv.swap i j)) * ψ (c ∘ Equiv.swap i j) := by
      rw [← overlap_self]
      simp only [← Finset.sum_sub_distrib, ← Finset.sum_add_distrib]
      refine Finset.sum_congr rfl fun c _ => ?_
      change conj (ψ c - ψ (c ∘ Equiv.swap i j)) * (ψ c - ψ (c ∘ Equiv.swap i j)) = _
      rw [map_sub]
      ring
    push_cast
    rw [h3, h2, h1, ← overlap_self]
    change ∑ c, conj (ψ c) * ψ (c ∘ Equiv.swap i j) =
      ∑ c, conj (ψ c) * ψ c - _
    ring

/-- The energy is minus the total coupling times the squared norm, plus half the coupling-weighted
sum of the squared changes made by the edge exchanges. -/
theorem energy_identity (G : SimpleGraph V) [DecidableRel G.Adj] (J : Sym2 V → ℝ)
    (ψ : State V D) :
    overlap ψ (hamiltonian G J ψ) = ((-totalCoupling G J * weight ψ +
      1 / 2 * ∑ e ∈ G.edgeFinset, J e * weight (ψ - exchange e ψ) : ℝ) : ℂ) := by
  have h : overlap ψ (hamiltonian G J ψ) =
      -∑ e ∈ G.edgeFinset, (J e : ℂ) * overlap ψ (exchange e ψ) := by
    simp only [overlap, hamiltonian, LinearMap.neg_apply, LinearMap.sum_apply,
      LinearMap.smul_apply, Pi.neg_apply, Finset.sum_apply, Pi.smul_apply, smul_eq_mul,
      mul_neg, Finset.sum_neg_distrib, Finset.mul_sum]
    rw [Finset.sum_comm]
    exact congrArg Neg.neg (Finset.sum_congr rfl fun e _ =>
      Finset.sum_congr rfl fun c _ => by ring)
  rw [h]
  simp only [overlap_exchange, totalCoupling]
  push_cast
  simp only [Finset.sum_mul, Finset.mul_sum, neg_mul, ← Finset.sum_neg_distrib,
    ← Finset.sum_add_distrib]
  exact Finset.sum_congr rfl fun e _ => by ring

omit [Fintype V] [Fintype D] in
/-- A state unchanged by exchanging `a, b` and by exchanging `b, c` is unchanged by
exchanging `a, c`. -/
theorem swap_trans {ψ : State V D} {a b c : V} (hab : permOp (Equiv.swap a b) ψ = ψ)
    (hbc : permOp (Equiv.swap b c) ψ = ψ) : permOp (Equiv.swap a c) ψ = ψ := by
  by_cases h1 : a = b
  · subst h1
    exact hbc
  by_cases h2 : a = c
  · subst h2
    rw [Equiv.swap_self]
    rfl
  have h := Equiv.swap_apply_apply (Equiv.swap b c) a b
  rw [Equiv.swap_apply_of_ne_of_ne h1 h2, Equiv.swap_apply_left, Equiv.swap_inv] at h
  rw [h]
  change permOp (Equiv.swap b c) (permOp (Equiv.swap a b) (permOp (Equiv.swap b c) ψ)) = ψ
  rw [hbc, hab, hbc]

omit [Fintype D] in
/-- On a connected graph, a state unchanged by every edge exchange is permutation symmetric. -/
theorem symmetric_of_edges {G : SimpleGraph V} [DecidableRel G.Adj] (hG : G.Preconnected)
    {ψ : State V D} (h : ∀ e ∈ G.edgeFinset, exchange e ψ = ψ) : IsSymmetric ψ := by
  -- walk along the graph to reach every transposition
  have key : ∀ i j, permOp (Equiv.swap i j) ψ = ψ := by
    intro i j
    obtain ⟨w⟩ := hG i j
    induction w with
    | nil =>
      rw [Equiv.swap_self]
      rfl
    | cons hadj p ih =>
      exact swap_trans (h s(_, _) (by simpa using hadj)) ih
  -- transpositions generate all permutations
  intro σ
  refine Equiv.Perm.swap_induction_on σ rfl ?_
  intro f x y _ hf
  change permOp (Equiv.swap x y) (permOp f ψ) = ψ
  rw [hf, key]

/-- For positive couplings on a connected graph, the exchange Hamiltonian is bounded below by
minus the total coupling, with equality exactly on the permutation-symmetric states. -/
theorem energy_bound (G : SimpleGraph V) [DecidableRel G.Adj] (hG : G.Preconnected)
    (J : Sym2 V → ℝ) (hJ : ∀ e ∈ G.edgeFinset, 0 < J e) (ψ : State V D) :
    -totalCoupling G J * weight ψ ≤ (overlap ψ (hamiltonian G J ψ)).re ∧
    ((overlap ψ (hamiltonian G J ψ)).re = -totalCoupling G J * weight ψ ↔
      IsSymmetric ψ) := by
  have hw : ∀ φ : State V D, 0 ≤ weight φ := fun φ => Finset.sum_nonneg fun _ _ => sq_nonneg _
  have hterm : ∀ e ∈ G.edgeFinset, 0 ≤ J e * weight (ψ - exchange e ψ) :=
    fun e he => mul_nonneg (hJ e he).le (hw _)
  have hnn := Finset.sum_nonneg hterm
  rw [energy_identity, Complex.ofReal_re]
  refine ⟨by linarith, fun h => ?_, fun h => ?_⟩
  · -- at equality every edge term vanishes
    have h0 : ∑ e ∈ G.edgeFinset, J e * weight (ψ - exchange e ψ) = 0 := by linarith
    refine symmetric_of_edges hG fun e he => ?_
    have h1 := (Finset.sum_eq_zero_iff_of_nonneg hterm).1 h0 e he
    have h2 : weight (ψ - exchange e ψ) = 0 :=
      (mul_eq_zero.1 h1).resolve_left (hJ e he).ne'
    funext c
    have h3 := (Finset.sum_eq_zero_iff_of_nonneg (fun _ _ => sq_nonneg _)).1 h2 c
      (Finset.mem_univ c)
    have h4 : ψ c - exchange e ψ c = 0 := norm_eq_zero.1 (pow_eq_zero_iff two_ne_zero |>.1 h3)
    exact (sub_eq_zero.1 h4).symm
  · have h0 : ∑ e ∈ G.edgeFinset, J e * weight (ψ - exchange e ψ) = 0 := by
      refine Finset.sum_eq_zero fun e _ => ?_
      have he : exchange e ψ = ψ := by
        induction e using Sym2.ind with
        | _ i j => exact h (Equiv.swap i j)
      rw [he]
      simp [weight]
    rw [h0]
    ring

omit [Fintype D] in
/-- A state unchanged by every edge exchange is an eigenvector of the Hamiltonian, or zero, with
eigenvalue minus the total coupling. -/
theorem eigen_of_edges (G : SimpleGraph V) [DecidableRel G.Adj] (J : Sym2 V → ℝ)
    {ψ : State V D} (h : ∀ e ∈ G.edgeFinset, exchange e ψ = ψ) :
    hamiltonian G J ψ = (-(totalCoupling G J : ℂ)) • ψ := by
  have hs : ∑ e ∈ G.edgeFinset, (J e : ℂ) • exchange e ψ =
      ∑ e ∈ G.edgeFinset, (J e : ℂ) • ψ :=
    Finset.sum_congr rfl fun e he => by rw [h e he]
  simp only [hamiltonian, LinearMap.neg_apply, LinearMap.sum_apply, LinearMap.smul_apply]
  rw [hs, ← Finset.sum_smul, neg_smul, totalCoupling, Complex.ofReal_sum]

omit [Fintype D] in
/-- Putting the same non-zero orbital on every site gives a non-zero eigenvector with eigenvalue
minus the total coupling. -/
theorem productState_eigen (G : SimpleGraph V) [DecidableRel G.Adj] (J : Sym2 V → ℝ)
    {φ : D → ℂ} (hφ : φ ≠ 0) :
    (productState φ : State V D) ≠ 0 ∧ hamiltonian G J (productState φ) =
      (-(totalCoupling G J : ℂ)) • (productState φ : State V D) := by
  constructor
  · obtain ⟨a, ha⟩ := Function.ne_iff.1 hφ
    intro h
    have h1 : ∏ _v : V, φ a = 0 := congrFun h (fun _ => a)
    exact Finset.prod_ne_zero_iff.2 (fun _ _ => ha) h1
  · refine eigen_of_edges G J fun e _ => ?_
    induction e using Sym2.ind with
    | _ i j =>
      funext c
      exact Equiv.prod_comp (Equiv.swap i j) (fun v => φ (c v))

omit [Fintype D] in
/-- On a disconnected graph with two distinct local levels, some state that is not permutation
symmetric is also an eigenvector with eigenvalue minus the total coupling. -/
theorem disconnected_eigen (G : SimpleGraph V) [DecidableRel G.Adj] (hG : ¬ G.Preconnected)
    (J : Sym2 V → ℝ) {a b : D} (hab : a ≠ b) :
    ∃ ψ : State V D, ¬ IsSymmetric ψ ∧
      hamiltonian G J ψ = (-(totalCoupling G J : ℂ)) • ψ := by
  classical
  have hex : ∃ i j, ¬ G.Reachable i j := by
    by_contra hc
    exact hG fun u v => by_contra fun huv => hc ⟨u, v, huv⟩
  obtain ⟨i, j, hij⟩ := hex
  -- level `a` on the component of `i`, level `b` elsewhere
  let c₀ : V → D := fun v => if G.Reachable i v then a else b
  refine ⟨fun c => if c = c₀ then 1 else 0, fun h => ?_, eigen_of_edges G J ?_⟩
  · have h1 : (if c₀ ∘ Equiv.swap i j = c₀ then (1 : ℂ) else 0) =
        if c₀ = c₀ then 1 else 0 := congrFun (h (Equiv.swap i j)) c₀
    have h2 : c₀ ∘ Equiv.swap i j = c₀ := by
      by_contra hne
      simp [hne] at h1
    have h3 : c₀ j = c₀ i := by simpa using congrFun h2 i
    have hi : c₀ i = a := if_pos (SimpleGraph.Reachable.refl i)
    have hj : c₀ j = b := if_neg hij
    exact hab (by rw [← hi, ← hj, h3])
  · intro e
    induction e using Sym2.ind with
    | _ u v =>
      intro he
      have hadj : G.Adj u v := by simpa using he
      have hr : G.Reachable i u ↔ G.Reachable i v :=
        ⟨fun h => h.trans hadj.reachable, fun h => h.trans hadj.symm.reachable⟩
      have huv : c₀ u = c₀ v := by simp only [c₀, hr]
      have hs : c₀ ∘ Equiv.swap u v = c₀ := by
        funext x
        by_cases hxu : x = u
        · subst hxu
          simp [huv]
        by_cases hxv : x = v
        · subst hxv
          simp [huv]
        simp [Equiv.swap_apply_of_ne_of_ne hxu hxv]
      funext c
      have hc : c ∘ Equiv.swap u v = c₀ ↔ c = c₀ := by
        constructor
        · intro h
          rw [← hs, ← h]
          funext x
          simp
        · intro h
          rw [h, hs]
      change (if c ∘ Equiv.swap u v = c₀ then (1 : ℂ) else 0) = if c = c₀ then 1 else 0
      simp only [hc]

end

end ExchangeHamiltonian
```

```lean
#print axioms ExchangeHamiltonian.energy_bound
#print axioms ExchangeHamiltonian.productState_eigen
#print axioms ExchangeHamiltonian.disconnected_eigen
```

```
'ExchangeHamiltonian.energy_bound' depends on axioms: [propext, Classical.choice, Quot.sound]
'ExchangeHamiltonian.productState_eigen' depends on axioms: [propext, Classical.choice, Quot.sound]
'ExchangeHamiltonian.disconnected_eigen' depends on axioms: [propext, Classical.choice, Quot.sound]
```

## Sites, levels and bonds

The sites form a finite type `V`, and `D` is a finite basis of local levels, the same on every site. A configuration $c$ assigns a level to each site, and a `State V D` gives a complex amplitude $\psi(c)$ to each configuration. The operator `permOp σ` sends $\psi(c)$ to $\psi(c\circ\sigma)$, and `exchange e` is this operator for the transposition of the two ends of `e`. Since edges are unordered pairs (`Sym2 V`), `hamiltonian G J` counts each bond once.

The couplings `J` are postulated real numbers. They stand for the effective exchange interaction between neighbouring localised moments, and the hypothesis `hJ` that they are positive makes every bond ferromagnetic. `G.Preconnected` says that a walk along bonds joins any two sites.

States need not be normalised. `overlap` is the inner product, conjugate-linear in its first argument, and `weight ψ` is $\|\psi\|^2$. Accordingly `energy_bound` states

$$\operatorname{Re}\langle\psi|H\psi\rangle\ \ge\ -\Big(\sum_e J_e\Big)\|\psi\|^2,$$

with equality if and only if `IsSymmetric ψ`. For a normalised state the right-hand side is $-\sum_e J_e$. The zero vector counts as symmetric and gives equality trivially, but `productState_eigen` supplies genuine states at the bound: the same non-zero one-site vector $\varphi$ on every site gives a non-zero eigenvector with eigenvalue $-\sum_e J_e$. The docstrings call $\varphi$ an orbital, but it is a vector of amplitudes over the local levels, which for spin ½ is a spin state and not a spatial function.

For two levels, $P_{ij}=2\,\mathbf S_i\cdot\mathbf S_j+\tfrac12$ with $\hbar=1$, so this is the spin-½ Heisenberg ferromagnet up to a constant, on finitely many fixed sites; that translation is ordinary spin algebra added here to the checked statements. For higher spin, $P_{ij}$ is no longer a linear function of $\mathbf S_i\cdot\mathbf S_j$. The model has no moving electrons, external field or infinite lattice, and the theorems give neither the degeneracy of the lowest level nor the gap above it.

## The energy as a sum of squares

Take an edge $e=\{i,j\}$ and let $\tau$ be the transposition of $i$ and $j$, so that $(P_e\psi)(c)=\psi(c\circ\tau)$. The map $c\mapsto c\circ\tau$ is its own inverse, so it only reorders a sum over all configurations. Therefore $\|P_e\psi\|^2=\|\psi\|^2$, and

$$\langle P_e\psi|\psi\rangle=\sum_c\overline{\psi(c\circ\tau)}\,\psi(c)=\sum_c\overline{\psi(c)}\,\psi(c\circ\tau)=\langle\psi|P_e\psi\rangle .$$

Expanding the square gives

$$\|\psi-P_e\psi\|^2=2\|\psi\|^2-2\langle\psi|P_e\psi\rangle,$$

and hence

$$\langle\psi|P_e\psi\rangle=\|\psi\|^2-\tfrac12\|\psi-P_e\psi\|^2 .$$

This is `overlap_exchange`. In its proof `hsum` is the reordering, `h1` and `h2` are the two consequences above, and `h3` expands the square.

Multiplying by $-J_e$ and summing over edges gives `energy_identity`:

$$\langle\psi|H\psi\rangle=-\Big(\sum_e J_e\Big)\|\psi\|^2+\tfrac12\sum_e J_e\|\psi-P_e\psi\|^2 .$$

The right-hand side is real, so taking the real part in `energy_bound` loses nothing. With positive couplings the last sum is non-negative, which proves the bound.

## From bonds to all permutations

At equality the last sum is zero. Its terms are non-negative, so each vanishes, and $J_e>0$ then forces $P_e\psi=\psi$ on every edge. The proof of `energy_bound` uses `Finset.sum_eq_zero_iff_of_nonneg` twice for this: first over edges, then over the squared amplitudes of $\psi-P_e\psi$.

It remains to pass from neighbouring sites to arbitrary ones. For distinct sites $a,b,c$,

$$(a\,c)=(b\,c)\,(a\,b)\,(b\,c),$$

so a state fixed by $(a\,b)$ and $(b\,c)$ is fixed by $(a\,c)$. This is `swap_trans`, which also treats coinciding sites. In `symmetric_of_edges`, induction along a walk from $i$ to $j$ applies it at each step: the first edge fixes $\psi$ by assumption, the rest of the walk does so by induction, and together they give $(i\,j)$. Every permutation is a product of transpositions, so $\psi$ is symmetric.

Conversely, a symmetric state has $P_e\psi=\psi$ on every edge, so the sum of squares vanishes and equality holds. Such a state also satisfies $H\psi=-(\sum_e J_e)\psi$ directly, by `eigen_of_edges`. The product state qualifies because exchanging two sites only reorders the factors of $\prod_v\varphi(c(v))$.

## Two sites without a bond, or with the wrong sign

Take two sites with levels ↑ and ↓. Without a bond, $H=0$ and the bound is $0$. The state $|{\uparrow\downarrow}\rangle$ attains it but is not symmetric. `disconnected_eigen` extends this to every disconnected graph with two distinct levels: put level `a` on one component and `b` elsewhere. No bond exchange changes this configuration, but swapping a site of the chosen component with a site outside it does.

If instead the sites share a bond with $J_e=-1$, then $H=P_e$ and the claimed bound would be $+1$. The singlet $(|{\uparrow\downarrow}\rangle-|{\downarrow\uparrow}\rangle)/\sqrt2$ has energy $-1$, so the inequality itself fails.

## Swapping entries in exact diagonalisation

In a code that works in the configuration basis, $P_e$ needs no stored matrix: it swaps two entries of each configuration and looks up the amplitude there. In the full basis of all configurations, the vector with all amplitudes equal is a product state, so applying $H$ must return it multiplied by $-\sum_e J_e$. This is a quick check before any eigensolver runs, but a limited one: it can reveal a missing or doubled bond through the changed sum of couplings, while a bond attached to the wrong pair of sites goes unnoticed, because every exchange leaves this vector unchanged. If a spin-½ code uses $-2\sum_e J_e\,\mathbf S_i\cdot\mathbf S_j$ instead, where $i$ and $j$ are the ends of $e$ and each bond is counted once, the constant shift makes the expected factor $-\tfrac12\sum_e J_e$.
